# Where the gradient is nonzero, a quadratic change of coordinates can give the Hessian any symmetric value

Take the energy $E(x)=x$ on the line, at the point $p=0$. Its slope is $1$ and its curvature is $0$. Near $0$, describe the same line by a new coordinate, with the old one given by $q(x)=x+\tfrac12 kx^2$. This map fixes $0$ and has derivative $1$ there, yet
$$E(q(x))=x+\tfrac12 kx^2$$
has second derivative $k$ at $0$, and $k$ may be any real number. The slope of the energy has turned the curvature of the coordinate into curvature of the energy.

The same happens in any finite dimension. If $E$ is twice continuously differentiable at $p$ and its gradient there is nonzero, every symmetric bilinear form is the Hessian of $E$ at $p$ in suitable quadratic coordinates. On $\mathbb R^n$ the number of negative curvatures at such a point can therefore be made any $m\le n$.

## The Hessian and its second-order chain rule

Displacements live in a real normed space $V$. For a molecule, $V$ is $\mathbb R^n$ with $n$ nuclear coordinates, but the chain rule and the construction of the coordinates need no finite dimension.

```lean
import Mathlib

open Filter Topology

namespace HessianOffStationarity

noncomputable section

variable {V : Type*} [NormedAddCommGroup V] [NormedSpace ℝ V]
```

Write $DE(p)$ for the linear map that sends a displacement $u$ to the first-order change of the energy; it is minus the force, paired with $u$. The Hessian is the derivative of $DE$, read as a bilinear form:
$$D^2E(p)(u,w)=D\big(DE\big)(p)(u)(w).$$
In Lean, `fderiv` is $D$, and the type `V →L[ℝ] V →L[ℝ] ℝ` is that of continuous bilinear forms.

```lean
/-- The Hessian of an energy `E` at `p`, as a bilinear form on displacements. -/
def hessian (E : V → ℝ) (p : V) : V →L[ℝ] V →L[ℝ] ℝ :=
  fderiv ℝ (fderiv ℝ E) p
```

The coordinate map bends space along one fixed direction $v$, by an amount that a bilinear form $B$ sets:
$$q(x)=x+\tfrac12 B(x-p,x-p)\,v .$$
It takes new coordinates to old ones, so the energy in the new coordinates is $E\circ q$.

```lean
/-- The quadratic coordinate map `q(x) = x + ½ B(x - p, x - p) v`. -/
def quadCoord (p v : V) (B : V →L[ℝ] V →L[ℝ] ℝ) : V → V :=
  fun x => x + ((1 / 2 : ℝ) * B (x - p) (x - p)) • v
```

For a general twice continuously differentiable $q$, the first-order chain rule holds at every $x$ near $p$:
$$D(E\circ q)(x)=DE(q(x))\circ Dq(x).$$
Differentiate this product at $p$ along $u$ and apply the result to $w$. One factor at a time is differentiated, which gives
$$D^2(E\circ q)(p)(u,w)=D^2E(q(p))\big(Dq(p)u,\,Dq(p)w\big)+DE(q(p))\big(D^2q(p)(u,w)\big).$$

```lean
/-- Second-order chain rule: for `E` and `q` twice continuously differentiable, the Hessian in
new coordinates is the transformed Hessian plus the gradient acting on the curvature of `q`. -/
theorem hessian_comp {E : V → ℝ} {q : V → V} {p : V}
    (hE : ContDiffAt ℝ 2 E (q p)) (hq : ContDiffAt ℝ 2 q p) (u w : V) :
    hessian (E ∘ q) p u w =
      hessian E (q p) (fderiv ℝ q p u) (fderiv ℝ q p w)
        + fderiv ℝ E (q p) (fderiv ℝ (fderiv ℝ q) p u w) := by
  have hE1 : ∀ᶠ y in 𝓝 (q p), DifferentiableAt ℝ E y :=
    (hE.eventually (by simp)).mono fun y h => h.differentiableAt (by norm_num)
  have hq1 : ∀ᶠ x in 𝓝 p, DifferentiableAt ℝ q x :=
    (hq.eventually (by simp)).mono fun y h => h.differentiableAt (by norm_num)
  have hE2 : DifferentiableAt ℝ (fderiv ℝ E) (q p) :=
    (hE.fderiv_right (m := 1) one_add_one_eq_two.le).differentiableAt (by norm_num)
  have hq2 : DifferentiableAt ℝ (fderiv ℝ q) p :=
    (hq.fderiv_right (m := 1) one_add_one_eq_two.le).differentiableAt (by norm_num)
  -- the first-order chain rule holds in a whole neighbourhood of `p`
  have h : fderiv ℝ (E ∘ q) =ᶠ[𝓝 p]
      fun x => (fderiv ℝ E (q x)).comp (fderiv ℝ q x) := by
    filter_upwards [hq.continuousAt.eventually hE1, hq1] with x a b
    exact fderiv_comp x a b
  have hc : HasFDerivAt (fun x => fderiv ℝ E (q x))
      ((fderiv ℝ (fderiv ℝ E) (q p)).comp (fderiv ℝ q p)) p :=
    hE2.hasFDerivAt.comp p hq1.self_of_nhds.hasFDerivAt
  -- differentiate it once more with the product rule
  have key := hc.clm_comp hq2.hasFDerivAt
  unfold hessian
  rw [h.fderiv_eq, key.fderiv]
  exact add_comm _ _
```

The hypothesis `ContDiffAt ℝ 2` says that a function is twice continuously differentiable at the point. It supplies first derivatives in a neighbourhood and second derivatives at the point itself. The step `h` is the first-order rule on a neighbourhood, `hc` differentiates the factor $DE(q(x))$, and `key` is the product rule.

If $DE(q(p))=0$, the last term vanishes and only the first derivative of $q$ matters:
$$D^2(E\circ q)(p)(u,w)=D^2E(q(p))\big(Dq(p)u,\,Dq(p)w\big).$$

```lean
/-- At a stationary point where `E` is twice continuously differentiable, a twice continuously
differentiable coordinate map changes the Hessian only through its first derivative. -/
theorem hessian_comp_of_stationary {E : V → ℝ} {q : V → V} {p : V}
    (hE : ContDiffAt ℝ 2 E (q p)) (hq : ContDiffAt ℝ 2 q p)
    (h0 : fderiv ℝ E (q p) = 0) (u w : V) :
    hessian (E ∘ q) p u w = hessian E (q p) (fderiv ℝ q p u) (fderiv ℝ q p w) := by
  rw [hessian_comp hE hq, h0, zero_apply, add_zero]
```

For example, $E(x)=x^2$ keeps the second derivative $2$ at $0$ under every such $q$ with $q(0)=0$ and $q'(0)=1$. More generally, an invertible $Dq(p)$ carries negative subspaces to negative subspaces of the same dimension, which is why the number of negative curvatures is meaningful at a minimum or a saddle point.

## Derivatives of the quadratic map

The map $q$ is a polynomial in the displacement $x-p$, hence smooth; two continuous derivatives are all that is needed.

```lean
/-- The quadratic coordinate map is twice continuously differentiable. -/
theorem quadCoord_contDiff (p v : V) (B : V →L[ℝ] V →L[ℝ] ℝ) :
    ContDiff ℝ 2 (quadCoord p v B) := by
  unfold quadCoord
  fun_prop
```

Let $B$ be symmetric and put $s=x-p$. Then
$$\tfrac12\big[B(s+u,s+u)-B(s,s)\big]=\tfrac12\big[B(s,u)+B(u,s)\big]+\tfrac12B(u,u)=B(s,u)+\tfrac12B(u,u).$$
The part linear in $u$ gives
$$Dq(x)u=u+B(x-p,u)\,v .$$

```lean
/-- For symmetric `B`, the derivative of the quadratic coordinate map at `x` sends a
displacement `u` to `u + B(x - p, u) v`. -/
theorem quadCoord_hasFDerivAt (p v : V) {B : V →L[ℝ] V →L[ℝ] ℝ}
    (hB : ∀ u w, B u w = B w u) (x : V) :
    HasFDerivAt (quadCoord p v B)
      (ContinuousLinearMap.id ℝ V + (B (x - p)).smulRight v) x := by
  have hs : HasFDerivAt (fun y : V => y - p) (ContinuousLinearMap.id ℝ V) x :=
    (hasFDerivAt_id x).sub_const p
  have hc : HasFDerivAt (fun y : V => B (y - p)) (B.comp (ContinuousLinearMap.id ℝ V)) x :=
    B.hasFDerivAt.comp x hs
  have h := (hasFDerivAt_id x).add (((hc.clm_apply hs).const_mul (1 / 2 : ℝ)).smul_const v)
  refine HasFDerivAt.congr_fderiv (f := quadCoord p v B) h ?_
  refine ContinuousLinearMap.ext fun u => ?_
  change u + ((1 / 2 : ℝ) * (B (x - p) u + B u (x - p))) • v = u + B (x - p) u • v
  rw [hB u (x - p)]
  congr 2
  ring
```

Lean obtains the two terms $B(s,u)$ and $B(u,s)$ from the product rule, and `hB` merges them. At $x=p$ the derivative is the identity. By the inverse function theorem, $q$ is then a genuine coordinate change near $p$ when $V$ is finite-dimensional, a consequence that the Lean statements leave to the reader. Far from $p$ it may fold space over, as $x+\tfrac12kx^2$ does for $k\ne0$.

The derivative just found depends on $x$ only through $B(x-p,\cdot)\,v$, which is linear in $x-p$. Differentiating along $u$ and applying the result to $w$ gives
$$D^2q(p)(u,w)=B(u,w)\,v .$$

```lean
/-- For symmetric `B`, the second derivative of the quadratic coordinate map at `p` is
`B(u, w) v`. -/
theorem quadCoord_second_deriv (p v : V) {B : V →L[ℝ] V →L[ℝ] ℝ}
    (hB : ∀ u w, B u w = B w u) (u w : V) :
    fderiv ℝ (fderiv ℝ (quadCoord p v B)) p u w = B u w • v := by
  let L : V →L[ℝ] V →L[ℝ] V := ((ContinuousLinearMap.smulRightL ℝ V V).flip v).comp B
  have hf : fderiv ℝ (quadCoord p v B) =
      fun x => ContinuousLinearMap.id ℝ V + L (x - p) :=
    funext fun x => (quadCoord_hasFDerivAt p v hB x).fderiv
  have hL : HasFDerivAt (fun x => L (x - p)) (L.comp (ContinuousLinearMap.id ℝ V)) p :=
    L.hasFDerivAt.comp p ((hasFDerivAt_id p).sub_const p)
  rw [hf, (hL.const_add (ContinuousLinearMap.id ℝ V)).fderiv]
  rfl
```

Here `L` is the linear map that sends $s$ to the operator $w\mapsto B(s,w)v$, so $Dq(x)$ is the identity plus `L (x - p)`.

## Choosing the coordinates that produce a given Hessian

Let $K$ be the symmetric form wanted as Hessian. Since $DE(p)\neq0$, some displacement $a$ has $DE(p)a\ne0$. Set
$$v=\frac{a}{DE(p)a},\qquad B=K-D^2E(p).$$
Then $DE(p)v=1$. The form $B$ is symmetric because $K$ is, and because the second derivative of a twice continuously differentiable function is. With $q(p)=p$ and $Dq(p)=1$, the chain rule gives
$$D^2(E\circ q)(p)(u,w)=D^2E(p)(u,w)+B(u,w)\,DE(p)v=K(u,w).$$

```lean
/-- Let `E` be twice continuously differentiable at `p` with nonzero gradient there. Every
continuous symmetric bilinear form `K` is the Hessian of `E` at `p` in some quadratic coordinates
that fix `p` and have the identity as derivative at `p`. -/
theorem exists_quadCoord_hessian_eq {E : V → ℝ} {p : V} (hE : ContDiffAt ℝ 2 E p)
    (hg : fderiv ℝ E p ≠ 0) (K : V →L[ℝ] V →L[ℝ] ℝ) (hK : ∀ u w, K u w = K w u) :
    ∃ (v : V) (B : V →L[ℝ] V →L[ℝ] ℝ), (∀ u w, B u w = B w u) ∧
      quadCoord p v B p = p ∧
      HasFDerivAt (quadCoord p v B) (ContinuousLinearMap.id ℝ V) p ∧
      hessian (E ∘ quadCoord p v B) p = K := by
  obtain ⟨a, ha⟩ : ∃ a, fderiv ℝ E p a ≠ 0 := by
    by_contra! h
    exact hg (ContinuousLinearMap.ext h)
  -- a direction of unit slope, and the Hessian defect to be supplied by the coordinates
  let v : V := (fderiv ℝ E p a)⁻¹ • a
  have hv : fderiv ℝ E p v = 1 := by
    simp only [v, map_smul, smul_eq_mul]
    exact inv_mul_cancel₀ ha
  have hH : ∀ u w, hessian E p u w = hessian E p w u :=
    fun u w => (hE.isSymmSndFDerivAt (by simp)) u w
  let B := K - hessian E p
  have hB : ∀ u w, B u w = B w u := by
    intro u w
    change K u w - hessian E p u w = K w u - hessian E p w u
    rw [hK, hH]
  have hp : quadCoord p v B p = p := by simp [quadCoord]
  have hd : HasFDerivAt (quadCoord p v B) (ContinuousLinearMap.id ℝ V) p := by
    refine (quadCoord_hasFDerivAt p v hB p).congr_fderiv ?_
    ext u
    simp
  refine ⟨v, B, hB, hp, hd, ?_⟩
  refine ContinuousLinearMap.ext fun u => ContinuousLinearMap.ext fun w => ?_
  rw [hessian_comp (by rwa [hp]) (quadCoord_contDiff p v B).contDiffAt,
    quadCoord_second_deriv p v hB, hd.fderiv, hp, map_smul, hv]
  change hessian E p u w + (K u w - hessian E p u w) * 1 = K u w
  ring
```

The hypothesis `hg` is the physical condition that a force acts at $p$. The conclusion supplies $v$ and $B$ and states four things: $B$ is symmetric, $q$ fixes $p$, its derivative at $p$ is the identity, and the new Hessian equals $K$. In the proof, `hv` is the normalisation of $v$, `hH` the symmetry of the old Hessian, and the final `ring` cancels it against its copy in $B$.

Because $Dq(p)=1$, the gradient at $p$ is the same in both coordinate systems. The change of Hessian is thus not due to a rescaling or rotation of the axes at $p$.

## Counting negative curvatures

Now let $V=\mathbb R^n$, written `Fin n → ℝ`, with axes numbered $0,\dots,n-1$. A form $H$ has $m$ negative curvatures if $m$ is the largest dimension of a subspace $W$ with $H(x,x)<0$ for every nonzero $x\in W$. For a symmetric matrix this is the number of negative eigenvalues, counted with multiplicity. The definition needs no diagonalisation, and a largest element is unique, so $H$ cannot have two different counts.

```lean
/-- `H` has `m` negative curvatures: `m` is the largest dimension of a subspace of `ℝⁿ` on
which `H` is negative definite. -/
def HasNegativeCurvatures {n : ℕ} (H : (Fin n → ℝ) →L[ℝ] (Fin n → ℝ) →L[ℝ] ℝ) (m : ℕ) : Prop :=
  IsGreatest {d | ∃ W : Submodule ℝ (Fin n → ℝ),
    Module.finrank ℝ W = d ∧ ∀ x ∈ W, x ≠ 0 → H x x < 0} m
```

A diagonal form with a prescribed count is
$$K_m(x,y)=\sum_{i=0}^{n-1}\varepsilon_i\,x_iy_i,\qquad \varepsilon_i=\begin{cases}-1,&i<m,\\+1,&i\ge m.\end{cases}$$

```lean
/-- The diagonal form on `ℝⁿ` with entry `-1` on the first `m` axes and `+1` on the others. -/
def signForm (n m : ℕ) : (Fin n → ℝ) →L[ℝ] (Fin n → ℝ) →L[ℝ] ℝ :=
  ∑ i : Fin n, (if i.val < m then (-1 : ℝ) else 1) •
    (ContinuousLinearMap.proj i : (Fin n → ℝ) →L[ℝ] ℝ).smulRight
      (ContinuousLinearMap.proj i : (Fin n → ℝ) →L[ℝ] ℝ)
```

The definition builds $K_m$ from coordinate projections, and evaluating them returns the sum.

```lean
/-- The diagonal form is the sum of the products `x i * y i`, with a minus sign on the first
`m` axes. -/
theorem signForm_apply (n m : ℕ) (x y : Fin n → ℝ) :
    signForm n m x y = ∑ i : Fin n, (if i.val < m then (-1 : ℝ) else 1) * (x i * y i) := by
  simp only [signForm, sum_apply]
  refine Finset.sum_congr rfl fun i _ => ?_
  by_cases h : i.val < m <;> simp [h]
```

For $m\le n$ the count of $K_m$ is $m$, by two bounds.

- Vectors supported on the first $m$ axes form a subspace of dimension $m$. On it $K_m(x,x)=-\sum_i x_i^2$, which is negative unless $x=0$.
- Let $W$ be any subspace on which $K_m$ is negative definite. If $x\in W$ has its first $m$ components equal to zero, then $K_m(x,x)=\sum_{i\ge m}x_i^2\ge0$, so $x=0$. Projection onto the first $m$ components is therefore injective on $W$, and $\dim W\le m$.

```lean
/-- For `m ≤ n`, the diagonal form with `m` entries `-1` has `m` negative curvatures. -/
theorem signForm_negativeCurvatures {n m : ℕ} (hm : m ≤ n) :
    HasNegativeCurvatures (signForm n m) m := by
  constructor
  · -- the first `m` axes span a negative subspace
    let f : (Fin m → ℝ) →ₗ[ℝ] (Fin n → ℝ) :=
      LinearMap.pi fun i => if h : i.val < m then LinearMap.proj ⟨i.val, h⟩ else 0
    have hf : Function.Injective f := by
      intro y z h
      ext j
      have hj := congrFun h (Fin.castLE hm j)
      simpa [f] using hj
    refine ⟨LinearMap.range f, by rw [LinearMap.finrank_range_of_inj hf]; simp, ?_⟩
    rintro x ⟨y, rfl⟩ hx
    obtain ⟨i, hi⟩ := Function.ne_iff.mp hx
    have hpos : 0 < ∑ i, f y i * f y i :=
      Finset.sum_pos' (fun i _ => mul_self_nonneg _)
        ⟨i, Finset.mem_univ i, mul_self_pos.mpr hi⟩
    have hneg : signForm n m (f y) (f y) = -∑ i, f y i * f y i := by
      rw [signForm_apply, ← Finset.sum_neg_distrib]
      refine Finset.sum_congr rfl fun i _ => ?_
      by_cases h : i.val < m <;> simp [f, h]
    linarith
  · -- a negative subspace projects injectively onto the first `m` axes
    rintro d ⟨W, rfl, hW⟩
    let g : W →ₗ[ℝ] (Fin m → ℝ) :=
      (LinearMap.funLeft ℝ ℝ (Fin.castLE hm)).comp W.subtype
    have hg : Function.Injective g := by
      rw [injective_iff_map_eq_zero]
      intro x hx
      by_contra hne
      have hlt := hW x x.2 fun h => hne (Subtype.ext h)
      have hge : 0 ≤ signForm n m (x : Fin n → ℝ) x := by
        rw [signForm_apply]
        refine Finset.sum_nonneg fun i _ => ?_
        by_cases h : i.val < m
        · have hi : (x : Fin n → ℝ) i = 0 := congrFun hx ⟨i.val, h⟩
          simp [hi]
        · rw [if_neg h, one_mul]
          exact mul_self_nonneg _
      linarith
    simpa using LinearMap.finrank_le_finrank_of_injective hg
```

The map `f` pads a vector of $\mathbb R^m$ with zeros, and its range is the subspace in the first bound. The map `g` is the projection in the second.

It remains to use $K=K_m$ in the construction of the coordinates. At one and the same point with nonzero gradient, each $m$ from $0$ to $n$ occurs, from a positive definite Hessian to a negative definite one.

```lean
/-- Let `E` on `ℝⁿ` be twice continuously differentiable at `p` with nonzero gradient there.
For every `m ≤ n`, some quadratic coordinates that fix `p` and have the identity as derivative
at `p` give `E` exactly `m` negative curvatures at `p`. -/
theorem exists_quadCoord_negativeCurvatures {n m : ℕ} (hm : m ≤ n)
    {E : (Fin n → ℝ) → ℝ} {p : Fin n → ℝ} (hE : ContDiffAt ℝ 2 E p)
    (hg : fderiv ℝ E p ≠ 0) :
    ∃ (v : Fin n → ℝ) (B : (Fin n → ℝ) →L[ℝ] (Fin n → ℝ) →L[ℝ] ℝ),
      (∀ u w, B u w = B w u) ∧ quadCoord p v B p = p ∧
      HasFDerivAt (quadCoord p v B) (ContinuousLinearMap.id ℝ (Fin n → ℝ)) p ∧
      HasNegativeCurvatures (hessian (E ∘ quadCoord p v B) p) m := by
  have hK : ∀ u w, signForm n m u w = signForm n m w u := by
    intro u w
    simp only [signForm_apply, mul_comm (u _) (w _)]
  obtain ⟨v, B, hB, hp, hd, hH⟩ := exists_quadCoord_hessian_eq hE hg (signForm n m) hK
  exact ⟨v, B, hB, hp, hd, hH ▸ signForm_negativeCurvatures hm⟩

end

end HessianOffStationarity
```

For geometry optimisation and saddle-point searches on a twice continuously differentiable energy surface over $\mathbb R^n$, this means that a count of negative Hessian eigenvalues at a geometry with nonzero force describes the surface together with the coordinates. The coordinates here are built for the purpose from $E$ and $p$; the theorem does not say how much the count varies among customary internal coordinates such as bond lengths and angles.

```lean
#print axioms HessianOffStationarity.hessian_comp_of_stationary
-- 'HessianOffStationarity.hessian_comp_of_stationary' depends on axioms: [propext, Classical.choice, Quot.sound]
#print axioms HessianOffStationarity.exists_quadCoord_hessian_eq
-- 'HessianOffStationarity.exists_quadCoord_hessian_eq' depends on axioms: [propext, Classical.choice, Quot.sound]
#print axioms HessianOffStationarity.exists_quadCoord_negativeCurvatures
-- 'HessianOffStationarity.exists_quadCoord_negativeCurvatures' depends on axioms: [propext, Classical.choice, Quot.sound]
```
